# Deleting a pendant atom and its neighbour preserves the number of non-bonding Hückel orbitals

Take three carbon atoms in a row, $u - v - w$, as in the allyl skeleton. In the Hückel model with identical atoms and equal couplings between bonded atoms, an orbital is non-bonding when, at every atom, the amplitudes on the neighbouring atoms add up to zero. At $u$ this says $x_v=0$. At $v$ it says $x_u+x_w=0$. At $w$ it says $x_v=0$ again. One orbital survives, $(1,0,-1)/\sqrt2$ in the order $u,v,w$. Now delete $u$ and $v$: the lone atom $w$ also has one non-bonding orbital, with $x_w$ free. The end atom $u$ has forced a node on $v$, and its own amplitude follows from the rest.

The same argument works in any finite graph with a pendant vertex, that is, a vertex with exactly one neighbour.

## Orbitals, pendant atoms and the smaller molecule

```lean
import Mathlib

open scoped Classical
open Module

namespace PendantDeletion

variable {V : Type*}
```

The elements of the type `V` are the atoms.

```lean
/-- The space of non-bonding orbitals of a molecular graph: the kernel of its adjacency matrix. -/
noncomputable def nonbonding [Fintype V] (K : Type*) [Field K] (G : SimpleGraph V) :
    Submodule K (V → K) :=
  LinearMap.ker (G.adjMatrix K).mulVecLin
```

An orbital is a function `V → K`, one amplitude per atom, with values in a field $K$ (for physics, $\mathbb R$ or $\mathbb C$). The Hückel Hamiltonian is $H=\alpha+\beta A$. Here $\alpha$ is the energy of an isolated p orbital, $\beta\neq0$ is the coupling between bonded atoms, and $A_{ij}$ is 1 for bonded atoms and 0 otherwise. Energy $\alpha$ therefore means $Ax=0$, and `nonbonding K G` is the subspace of such $x$. The model is non-interacting, with the same $\alpha$ on every atom and the same $\beta$ on every bond.

```lean
/-- The vertex `u` has `v` as its one and only neighbour. -/
def IsPendant (G : SimpleGraph V) (u v : V) : Prop := ∀ w, G.Adj u w ↔ w = v
```

This is a statement about $G$, $u$ and $v$: an atom $w$ is bonded to $u$ if and only if $w=v$.

```lean
/-- The vertices other than `u` and `v`. -/
abbrev Rest (u v : V) := {w : V // w ≠ u ∧ w ≠ v}
```

`Rest u v` is the set $R=V\setminus\{u,v\}$, made into a type. An element `w` is a pair: `w.1` is the atom and `w.2` the proof that it is neither $u$ nor $v$.

```lean
/-- The graph left after deleting the vertices `u` and `v` with all their edges. -/
def deletePair (G : SimpleGraph V) (u v : V) : SimpleGraph (Rest u v) :=
  G.comap Subtype.val
```

The smaller molecule keeps every bond between atoms of $R$.

## The zero-sum rule, row by row

```lean
variable [Fintype V] {K : Type*} [Field K] {G : SimpleGraph V} {u v : V}

/-- Zero-sum rule: an orbital is non-bonding exactly when the amplitudes on the neighbours of
each vertex add up to zero. -/
theorem mem_nonbonding_iff (G : SimpleGraph V) (x : V → K) :
    x ∈ nonbonding K G ↔ ∀ i, ∑ j, (if G.Adj i j then x j else 0) = 0 := by
  simp only [nonbonding, LinearMap.mem_ker, Matrix.mulVecLin_apply, funext_iff, Matrix.mulVec,
    dotProduct, SimpleGraph.adjMatrix_apply, ite_mul, one_mul, zero_mul, Pi.zero_apply]
```

From here on `V` is finite. The theorem writes out $Ax=0$, with $j\sim i$ for "bonded":
$$\sum_{j\sim i}x_j=0\quad\text{for every } i.$$
The proof unfolds the matrix product.

```lean
/-- A sum over all vertices splits into the terms of two distinct vertices and the rest. -/
theorem sum_split {M : Type*} [AddCommMonoid M] (huv : u ≠ v) (f : V → M) :
    ∑ j, f j = f u + (f v + ∑ j : Rest u v, f j.1) := by
  have h1 := Finset.add_sum_erase Finset.univ f (Finset.mem_univ u)
  have h2 := Finset.add_sum_erase (Finset.univ.erase u) f
    (Finset.mem_erase.2 ⟨huv.symm, Finset.mem_univ v⟩)
  have h3 : ∑ j ∈ (Finset.univ.erase u).erase v, f j = ∑ j : Rest u v, f j.1 :=
    Finset.sum_subtype ((Finset.univ.erase u).erase v)
      (p := fun w => w ≠ u ∧ w ≠ v) (by intro x; simp [and_comm]) f
  rw [← h1, ← h2, h3]
```

For $u\ne v$, $\sum_j f_j=f_u+f_v+\sum_{j\in R}f_j$. The proof takes out $u$, then $v$, and identifies what is left with the sum over $R$.

```lean
/-- For `u` pendant at `v`, an orbital is non-bonding exactly when it vanishes on `v`, its
amplitude on `u` cancels those on the other neighbours of `v`, and its restriction to the
remaining vertices is non-bonding there. -/
theorem mem_nonbonding_iff_restrict (hu : IsPendant G u v) (x : V → K) :
    x ∈ nonbonding K G ↔ x v = 0 ∧
      x u = -∑ j : Rest u v, (if G.Adj v j.1 then x j.1 else 0) ∧
      (fun w : Rest u v => x w.1) ∈ nonbonding K (deletePair G u v) := by
  have hadj : G.Adj u v := (hu v).2 rfl
  have huv : u ≠ v := hadj.ne
  -- the three kinds of rows of the secular equations
  have rowu : ∑ j, (if G.Adj u j then x j else 0) = x v := by
    rw [Finset.sum_eq_single v]
    · exact if_pos hadj
    · intro j _ hj
      exact if_neg fun a => hj ((hu j).1 a)
    · intro hv
      exact absurd (Finset.mem_univ v) hv
  have rowv : ∑ j, (if G.Adj v j then x j else 0) =
      x u + ∑ j : Rest u v, (if G.Adj v j.1 then x j.1 else 0) := by
    rw [sum_split huv, if_pos hadj.symm, if_neg (show ¬ G.Adj v v from fun h => h.ne rfl),
      zero_add]
  have roww : ∀ w : Rest u v, ∑ j, (if G.Adj w.1 j then x j else 0) =
      (if G.Adj w.1 v then x v else 0) +
        ∑ j : Rest u v, (if G.Adj w.1 j.1 then x j.1 else 0) := by
    intro w
    rw [sum_split huv,
      if_neg (show ¬ G.Adj w.1 u from fun h => w.2.2 ((hu w.1).1 h.symm)), zero_add]
  rw [mem_nonbonding_iff, mem_nonbonding_iff]
  constructor
  · intro h
    have hv : x v = 0 := rowu.symm.trans (h u)
    refine ⟨hv, eq_neg_of_add_eq_zero_left (rowv.symm.trans (h v)), fun w => ?_⟩
    have hw := roww w
    rw [hv, ite_self, zero_add] at hw
    exact hw.symm.trans (h w.1)
  · rintro ⟨hv, hxu, hr⟩ i
    by_cases hiu : i = u
    · rw [hiu, rowu, hv]
    by_cases hiv : i = v
    · rw [hiv, rowv, hxu, neg_add_cancel]
    have hw := roww ⟨i, hiu, hiv⟩
    rw [hv, ite_self, zero_add] at hw
    exact hw.trans (hr ⟨i, hiu, hiv⟩)
```

This theorem carries the argument. Since $v$ is the only neighbour of $u$, the neighbour sums are
$$\begin{aligned}
\text{at }u:&\quad x_v,\\
\text{at }v:&\quad x_u+\sum_{j\in R,\,j\sim v}x_j,\\
\text{at }w\in R:&\quad [w\sim v]\,x_v+\sum_{j\in R,\,j\sim w}x_j,
\end{aligned}$$
where $[w\sim v]$ is 1 if $w$ is bonded to $v$ and 0 otherwise. In Lean these are `rowu`, `rowv` and `roww`.

If all the sums vanish, the first gives $x_v=0$ and the second gives $x_u=-\sum_{j\in R,\,j\sim v}x_j$. The third loses its $x_v$ term and becomes the zero-sum rule of the smaller molecule. Conversely, these three conditions make every sum vanish. The tactic `constructor` separates the two directions, and in the second `by_cases` sorts an atom $i$ into $u$, $v$ or $R$.

## Restriction and its inverse

```lean
/-- Extension of an orbital from the remaining vertices: zero on `v`, and on `u` minus the sum
over the remaining neighbours of `v`. It is meant for `u ≠ v`. -/
noncomputable def extend (G : SimpleGraph V) (u v : V) (y : Rest u v → K) : V → K := fun i =>
  if h : i ≠ u ∧ i ≠ v then y ⟨i, h⟩
  else if i = u then -∑ j : Rest u v, (if G.Adj v j.1 then y j else 0) else 0
```

Given amplitudes $y$ on $R$, `extend` keeps them, puts 0 on $v$, and puts $-\sum_{j\in R,\,j\sim v}y_j$ on $u$.

```lean
/-- The extension keeps the given amplitudes on the remaining vertices. -/
theorem extend_rest (G : SimpleGraph V) (y : Rest u v → K) (w : Rest u v) :
    extend G u v y w.1 = y w :=
  dif_pos w.2
```

Restricting the extension to $R$ gives back $y$.

```lean
/-- The extension of a non-bonding orbital of the smaller graph is non-bonding in the whole
graph. -/
theorem extend_mem (hu : IsPendant G u v) {y : Rest u v → K}
    (hy : y ∈ nonbonding K (deletePair G u v)) : extend G u v y ∈ nonbonding K G := by
  have hvu : v ≠ u := ((hu v).2 rfl).ne.symm
  refine (mem_nonbonding_iff_restrict hu _).2 ⟨by simp [extend, hvu], ?_, ?_⟩
  · simp only [extend_rest]
    simp [extend]
  · have h : (fun w : Rest u v => extend G u v y w.1) = y := funext (extend_rest G y)
    rw [h]
    exact hy
```

If $y$ is non-bonding in the smaller molecule, its extension satisfies the three conditions above by construction, so it is non-bonding in $G$.

```lean
/-- Restriction to the remaining vertices, as a linear isomorphism between the two spaces of
non-bonding orbitals, with `extend` as its inverse. -/
noncomputable def restrictionEquiv (hu : IsPendant G u v) :
    nonbonding K G ≃ₗ[K] nonbonding K (deletePair G u v) where
  toFun x := ⟨fun w => x.1 w.1, ((mem_nonbonding_iff_restrict hu x.1).1 x.2).2.2⟩
  map_add' _ _ := rfl
  map_smul' _ _ := rfl
  invFun y := ⟨extend G u v y.1, extend_mem hu y.2⟩
  left_inv x := by
    obtain ⟨hv, hxu, _⟩ := (mem_nonbonding_iff_restrict hu x.1).1 x.2
    have hvu : v ≠ u := ((hu v).2 rfl).ne.symm
    apply Subtype.ext
    funext i
    change extend G u v (fun w => x.1 w.1) i = x.1 i
    by_cases hiu : i = u
    · rw [hiu, hxu]
      simp [extend]
    by_cases hiv : i = v
    · rw [hiv, hv]
      simp [extend, hvu]
    exact extend_rest G _ ⟨i, hiu, hiv⟩
  right_inv y := Subtype.ext (funext (extend_rest G y.1))
```

The symbol `≃ₗ[K]` denotes a linear isomorphism. Its forward map `toFun` restricts to $R$, and its inverse `invFun` extends. Extending and then restricting returns $y$ at once (`right_inv`). Restricting and then extending returns $x$ because a non-bonding $x$ already has the prescribed values on $u$ and $v$ (`left_inv`). The map preserves linear independence, but in general not norms: the normalised allyl orbital restricts to the single amplitude $-1/\sqrt2$.

```lean
/-- Deleting a pendant vertex together with its neighbour preserves the number of independent
non-bonding orbitals, and the isomorphism `restrictionEquiv` simply restricts amplitudes. -/
theorem pendant_deletion (hu : IsPendant G u v) :
    (∀ (x : nonbonding K G) (w : Rest u v), (restrictionEquiv hu x).1 w = x.1 w.1) ∧
      finrank K (nonbonding K G) = finrank K (nonbonding K (deletePair G u v)) :=
  ⟨fun _ _ => rfl, (restrictionEquiv hu).finrank_eq⟩
```

The main theorem has two parts: the isomorphism only restricts amplitudes, and the two dimensions (`finrank`) are equal.

## Counting when only isolated atoms remain

```lean
/-- A graph without edges has as many independent non-bonding orbitals as vertices. -/
theorem finrank_nonbonding_bot :
    finrank K (nonbonding K (⊥ : SimpleGraph V)) = Fintype.card V := by
  have h : nonbonding K (⊥ : SimpleGraph V) = ⊤ := by
    ext x
    simp [mem_nonbonding_iff]
  rw [h, finrank_top, Module.finrank_fintype_fun_eq_card]
```

The symbol `⊥` is the graph without bonds. Its zero-sum rules are empty, so every amplitude is free and the dimension is $|V|$.

```lean
/-- If deleting a pendant vertex and its neighbour leaves only isolated vertices, the number of
independent non-bonding orbitals is the number of vertices minus two. -/
theorem finrank_add_two (hu : IsPendant G u v) (h : deletePair G u v = ⊥) :
    finrank K (nonbonding K G) + 2 = Fintype.card V := by
  have hc := sum_split ((hu v).2 rfl).ne (fun _ => (1 : ℕ))
  simp only [Finset.sum_const, Finset.card_univ, smul_eq_mul, mul_one] at hc
  rw [(pendant_deletion hu).2, h, finrank_nonbonding_bot]
  omega
```

If no bonds survive the deletion, the dimension is $|R|=|V|-2$. Lean states this with `+ 2` on the left, which avoids subtracting natural numbers. Ethylene, with two atoms and $R$ empty, has dimension 0.

```lean
/-- The carbon skeleton of trimethylenemethane: a central atom `0` bonded to three others. -/
def trimethylenemethane : SimpleGraph (Fin 4) := SimpleGraph.fromRel fun i _ => i = 0
```

Two distinct atoms are bonded when one of them is atom 0.

```lean
/-- Trimethylenemethane has exactly two independent non-bonding orbitals. -/
theorem finrank_trimethylenemethane : finrank K (nonbonding K trimethylenemethane) = 2 := by
  have hu : IsPendant trimethylenemethane 1 0 := by
    intro w
    change (1 : Fin 4) ≠ w ∧ ((1 : Fin 4) = 0 ∨ w = 0) ↔ w = 0
    revert w
    decide
  have h : deletePair trimethylenemethane 1 0 = ⊥ := by
    ext a b
    simp only [SimpleGraph.bot_adj, iff_false]
    rintro ⟨_, h | h⟩
    · exact a.2.2 h
    · exact b.2.2 h
  have hc := finrank_add_two (K := K) hu h
  rw [Fintype.card_fin] at hc
  omega
```

Atom 1 is pendant at atom 0, and deleting both leaves atoms 2 and 3 unbonded, so the dimension is $4-2=2$. Extending from each remaining atom and normalising gives $(0,-1,1,0)/\sqrt2$ and $(0,-1,0,1)/\sqrt2$, which are independent but not orthogonal. The count concerns spatial orbitals and leaves open how electrons and spins fill them.

## The triangle, where no atom is pendant

```lean
/-- In the triangle, deleting two adjacent vertices changes the number of independent
non-bonding orbitals over the rationals from zero to one. -/
theorem triangle_deletion :
    finrank ℚ (nonbonding ℚ (⊤ : SimpleGraph (Fin 3))) = 0 ∧
      finrank ℚ (nonbonding ℚ (deletePair (⊤ : SimpleGraph (Fin 3)) 0 1)) = 1 := by
  constructor
  · have h : nonbonding ℚ (⊤ : SimpleGraph (Fin 3)) = ⊥ := by
      rw [eq_bot_iff]
      intro x hx
      rw [mem_nonbonding_iff] at hx
      have h0 := hx 0
      have h1 := hx 1
      have h2 := hx 2
      simp [Fin.sum_univ_three] at h0 h1 h2
      have e0 : x 0 = 0 := by linarith
      have e1 : x 1 = 0 := by linarith
      have e2 : x 2 = 0 := by linarith
      rw [Submodule.mem_bot]
      funext i
      fin_cases i
      exacts [e0, e1, e2]
    rw [h, finrank_bot]
  · -- only the vertex 2 remains
    have key : ∀ a b : Fin 3, a ≠ 0 ∧ a ≠ 1 → b ≠ 0 ∧ b ≠ 1 → a = b := by decide
    have hs : ∀ a b : Rest (0 : Fin 3) 1, a = b := fun a b =>
      Subtype.ext (key a.1 b.1 a.2 b.2)
    have h : deletePair (⊤ : SimpleGraph (Fin 3)) 0 1 = ⊥ := by
      ext a b
      simp only [SimpleGraph.bot_adj, iff_false]
      intro hab
      exact hab.ne (hs a b)
    rw [h, finrank_nonbonding_bot]
    exact Fintype.card_eq_one_iff.2 ⟨⟨2, by decide⟩, fun a => hs a _⟩

end PendantDeletion
```

```lean
#print axioms PendantDeletion.pendant_deletion
-- 'PendantDeletion.pendant_deletion' depends on axioms: [propext, Classical.choice, Quot.sound]
#print axioms PendantDeletion.finrank_trimethylenemethane
-- 'PendantDeletion.finrank_trimethylenemethane' depends on axioms: [propext, Classical.choice, Quot.sound]
#print axioms PendantDeletion.triangle_deletion
-- 'PendantDeletion.triangle_deletion' depends on axioms: [propext, Classical.choice, Quot.sound]
```

Here `⊤` is the graph with all possible bonds. The rules $x_1+x_2=0$, $x_0+x_2=0$ and $x_0+x_1=0$ give $2x_0=0$, and likewise for the other atoms, so over $\mathbb Q$ there is no non-bonding orbital. Deleting atoms 0 and 1 leaves one isolated atom, which has one. The argument fails at its first step: atom 0 has two neighbours, so its rule no longer forces a node on atom 1.

## Stripping pendant pairs in a program

When all atoms have the same $\alpha$ and all bonds the same $\beta$, a Hückel program can apply the deletion before any diagonalisation. It looks for an atom with one neighbour, removes both, updates the neighbour counts and repeats. Each isolated atom left at the end contributes one non-bonding orbital; any remaining part with bonds, such as a ring, is counted separately, for example by a rank computation. The deletions use only integer bookkeeping, with no numerical threshold for a zero eigenvalue. Starting from independent non-bonding orbitals of what is left, the extension formula, applied in reverse order of the deletions, gives independent non-bonding orbitals of the whole molecule. They are in general not orthogonal.
